# Self-adjoint projectors with the same range coincide, and oblique ones need not

**Q.** You claim that self-adjoint \(P, Q\) in a star ring with \(PQ = Q\) and \(QP = P\) are equal, while the real matrices with rows \((1,0),(0,0)\) and \((1,1),(0,0)\) are distinct idempotents obeying both relations. I see no subspace there. Why is this about ranges?

**A.** The algebra comes first, and the ranges are then proved to match it. `SameRange P Q` names the two relations. `tilt P N` is \(P + PN(1-P)\) for a ring element \(N\).

```lean
import Mathlib

open Matrix

namespace OrthogonalProjectorRange

/-- The two absorption relations `PQ = Q` and `QP = P` between operators `P` and `Q`. -/
def SameRange {R : Type*} [Mul R] (P Q : R) : Prop :=
  P * Q = Q ∧ Q * P = P

/-- The operator `P` tilted by the off-diagonal block of `N`: `P + P N (1 - P)`. -/
def tilt {R : Type*} [Ring R] (P N : R) : R :=
  P + P * N * (1 - P)
```

**Q.** A projector obeys \(P^2 = P\). Your claim does not assume it.

**A.** It follows from the relations: \(P^2 = P(QP) = (PQ)P = QP = P\), and likewise \(Q^2 = Q(PQ) = (QP)Q = PQ = Q\). The two `calc` chains are these lines.

```lean
section StarRing

variable {R : Type*} [Ring R]

/-- Operators with `PQ = Q` and `QP = P` are both idempotent. -/
theorem idempotent_of_sameRange {P Q : R} (h : SameRange P Q) :
    P * P = P ∧ Q * Q = Q := by
  obtain ⟨h1, h2⟩ := h
  constructor
  · calc P * P = P * (Q * P) := by rw [h2]
      _ = P * Q * P := (mul_assoc _ _ _).symm
      _ = P := by rw [h1, h2]
  · calc Q * Q = Q * (P * Q) := by rw [h1]
      _ = Q * P * Q := (mul_assoc _ _ _).symm
      _ = Q := by rw [h2, h1]
```

**Q.** And the equality?

**A.** Write \(A^*\) for the adjoint, `star A` in Lean. `StarRing R` makes it an additive involution with \((AB)^* = B^*A^*\), and `IsSelfAdjoint P` says \(P^* = P\). Then
\[ P = P^* = (QP)^* = P^*Q^* = PQ = Q. \]
In the `calc`, `star_mul` reverses the order and `h1` is the last step.

```lean
/-- In a star ring, self-adjoint operators with `PQ = Q` and `QP = P` are equal. -/
theorem eq_of_sameRange_of_isSelfAdjoint [StarRing R] {P Q : R}
    (hP : IsSelfAdjoint P) (hQ : IsSelfAdjoint Q) (h : SameRange P Q) : P = Q := by
  obtain ⟨h1, h2⟩ := h
  -- the adjoint of `QP = P` reads `PQ = P`
  calc P = star P := hP.star_eq.symm
    _ = star (Q * P) := by rw [h2]
    _ = P * Q := by rw [star_mul, hP.star_eq, hQ.star_eq]
    _ = Q := h1
```

Taking \(Q = P^*\), the relations themselves force self-adjointness: \(P\) obeys both relations with \(P^*\) exactly when it is a self-adjoint idempotent. From \(P^*P = P\) we get \(P^* = (P^*P)^* = P^*P = P\), which is `hsa`, and idempotency comes from `idempotent_of_sameRange`. Backwards, both relations reduce to \(P^2 = P\).

```lean
/-- An operator obeys both absorption relations with its own adjoint exactly when it is
self-adjoint and idempotent. -/
theorem sameRange_star_iff [StarRing R] (P : R) :
    SameRange P (star P) ↔ IsSelfAdjoint P ∧ P * P = P := by
  constructor
  · intro h
    obtain ⟨h1, h2⟩ := h
    -- `P = P* P` and `P* P` is self-adjoint
    have hsa : star P = P :=
      calc star P = star (star P * P) := by rw [h2]
        _ = star P * P := by rw [star_mul, star_star]
        _ = P := h2
    exact ⟨hsa, (idempotent_of_sameRange ⟨h1, h2⟩).1⟩
  · rintro ⟨hsa, hP⟩
    rw [hsa.star_eq]
    exact ⟨hP, hP⟩
```

**Q.** Which \(Q\) survive without self-adjointness?

**A.** For idempotent \(P\), exactly the tilts. Given both relations, \(N = Q\) works: \(P + PQ(1-P) = P + Q - QP = Q\). Conversely let \(T = P + PN(1-P)\). Then \(PT = T\) because \(P^2 = P\), and \(TP = P\) because \((1-P)P = 0\), which is `hc`.

```lean
/-- For an idempotent `P`, the operators `Q` with `PQ = Q` and `QP = P` are exactly the
tilts `P + P N (1 - P)` with `N` arbitrary. -/
theorem sameRange_iff_tilt {P : R} (hP : P * P = P) (Q : R) :
    SameRange P Q ↔ ∃ N, Q = tilt P N := by
  constructor
  · rintro ⟨h1, h2⟩
    -- `N = Q` does it
    refine ⟨Q, ?_⟩
    unfold tilt
    rw [h1, mul_sub, mul_one, h2]
    abel
  · rintro ⟨N, rfl⟩
    have hc : (1 - P) * P = 0 := by rw [sub_mul, one_mul, hP, sub_self]
    constructor
    · show P * (P + P * N * (1 - P)) = P + P * N * (1 - P)
      rw [mul_add, ← mul_assoc, ← mul_assoc, hP]
    · show (P + P * N * (1 - P)) * P = P
      rw [add_mul, hP, mul_assoc (P * N), hc, mul_zero, add_zero]

end StarRing
```

**Q.** You still owe me the subspace.

**A.** Let \(E\) be a real or complex inner product space (`RCLike 𝕜`), and \(A, B\) bounded linear operators on it (`E →L[𝕜] E`) with \(A^2 = A\). If \(AB = B\), then \(Bx = A(Bx)\) lies in the range of \(A\) for every vector \(x\). If the range of \(B\) lies in that of \(A\), write \(Bx = Ay\); then \(ABx = A^2y = Ay = Bx\), using `hAA`.

```lean
section Hilbert

variable {𝕜 E : Type*} [RCLike 𝕜] [NormedAddCommGroup E] [InnerProductSpace 𝕜 E]

/-- For an idempotent bounded operator `A`, the relation `AB = B` holds exactly when the
range of `B` lies in the range of `A`. -/
theorem mul_eq_iff_range_subset {A : E →L[𝕜] E} (hA : A * A = A) (B : E →L[𝕜] E) :
    A * B = B ↔ Set.range B ⊆ Set.range A := by
  constructor
  · rintro h _ ⟨x, rfl⟩
    exact ⟨B x, congrArg (fun T : E →L[𝕜] E => T x) h⟩
  · intro h
    refine ContinuousLinearMap.ext fun x => ?_
    obtain ⟨y, hy⟩ := h (Set.mem_range_self x)
    -- `A` fixes every vector of its range
    have hAA : A (A y) = A y := congrArg (fun T : E →L[𝕜] E => T y) hA
    show A (B x) = B x
    rw [← hy]
    exact hAA
```

Applying this twice, \(PQ = Q\) puts the range of \(Q\) inside that of \(P\), and \(QP = P\) gives the reverse inclusion. For idempotents the relations mean equal ranges.

```lean
/-- Two idempotent bounded operators obey `PQ = Q` and `QP = P` exactly when their ranges
are equal. -/
theorem sameRange_iff_range_eq {P Q : E →L[𝕜] E} (hP : P * P = P) (hQ : Q * Q = Q) :
    SameRange P Q ↔ Set.range P = Set.range Q := by
  constructor
  · rintro ⟨h1, h2⟩
    exact Set.Subset.antisymm ((mul_eq_iff_range_subset hQ P).mp h2)
      ((mul_eq_iff_range_subset hP Q).mp h1)
  · intro h
    exact ⟨(mul_eq_iff_range_subset hP Q).mpr h.symm.subset,
      (mul_eq_iff_range_subset hQ P).mpr h.subset⟩
```

With `CompleteSpace E`, \(E\) is a Hilbert space of any dimension and `star` is the Hilbert adjoint. Idempotency is now a hypothesis, used to pass from ranges to the relations.

```lean
/-- On a real or complex Hilbert space, two orthogonal projectors (self-adjoint idempotent
bounded operators) with equal range are equal. -/
theorem orthogonal_projector_eq_of_range_eq [CompleteSpace E] {P Q : E →L[𝕜] E}
    (hPsa : IsSelfAdjoint P) (hP : P * P = P) (hQsa : IsSelfAdjoint Q) (hQ : Q * Q = Q)
    (h : Set.range P = Set.range Q) : P = Q :=
  eq_of_sameRange_of_isSelfAdjoint hPsa hQsa ((sameRange_iff_range_eq hP hQ).mpr h)

end Hilbert
```

This is a uniqueness statement for bounded operators. "Orthogonal projector" is taken to mean self-adjoint idempotent, and no projector onto a given subspace is constructed. For a single Slater determinant, such as the non-degenerate ground state of non-interacting electrons, the one-particle density operator, normalised so that its trace is the number of electrons, is the orthogonal projector onto the span of the occupied spin-orbitals, so it depends only on the space they span.

**Q.** So an orthogonal projector is the only idempotent with its range?

**A.** No, and that mistake is easy to make: uniqueness holds among self-adjoint idempotents, so both `hP` and `hQ` in `eq_of_sameRange_of_isSelfAdjoint` matter. Take square matrices over a field \(K\) with a finite index set `n`. Let \(|j\rangle\langle k|\) have entry 1 in row \(j\), column \(k\), and 0 elsewhere.

```lean
section Matrices

variable {n K : Type*} [Fintype n] [DecidableEq n] [Field K]

/-- The matrix `|j⟩⟨k|` with entry one in row `j`, column `k` and zero elsewhere. -/
def ketBra (j k : n) : Matrix n n K :=
  Matrix.of fun a b => if b = k then (if a = j then 1 else 0) else 0
```

For matrices \(A, B\) and indices \(i, l\), the entry of \(A|j\rangle\langle k|\) in row \(i\), column \(b\) is \(A_{ij}\delta_{bk}\), which is `h1`. Summing against \(B_{bl}\) gives
\[ (A\,|j\rangle\langle k|\,B)_{il} = A_{ij}B_{kl}. \]

```lean
/-- The matrix element `⟨i| A |j⟩⟨k| B |l⟩` equals `A i j * B k l`. -/
theorem sandwich_ketBra (A B : Matrix n n K) (i j k l : n) :
    (A * (ketBra j k : Matrix n n K) * B : Matrix n n K) i l = A i j * B k l := by
  have h1 : ∀ b, (A * (ketBra j k : Matrix n n K)) i b = if b = k then A i j else 0 := by
    intro b
    by_cases hb : b = k <;> simp [ketBra, Matrix.mul_apply, hb]
  rw [Matrix.mul_apply]
  simp [h1]
```

Suppose an idempotent \(P\) is the only matrix obeying both relations with \(P\), and \(P \neq 0\). Choose \(P_{ij} \neq 0\) (`hex`). For every \(k\) the tilt by \(|j\rangle\langle k|\) must equal \(P\) (`hQ`), so \(P|j\rangle\langle k|(1-P) = 0\) (`hz`), so \(P_{ij}(1-P)_{kl} = 0\) for every \(l\) (`he`). A field has no zero divisors, hence \(P = 1\). Conversely, \(P = 0\) gives \(Q = PQ = 0\), and \(P = 1\) gives \(Q = QP = P\).

```lean
/-- An idempotent matrix `P` over a field is the only matrix `Q` with `PQ = Q` and `QP = P`
exactly when `P = 0` or `P = 1`. -/
theorem unique_sameRange_iff {P : Matrix n n K} (hP : P * P = P) :
    (∀ Q, SameRange P Q → Q = P) ↔ P = 0 ∨ P = 1 := by
  constructor
  · intro h
    by_cases h0 : P = 0
    · exact Or.inl h0
    · right
      have hex : ∃ i j, P i j ≠ 0 := by
        by_contra hne
        apply h0
        ext i j
        by_contra hij
        exact hne ⟨i, j, hij⟩
      obtain ⟨i, j, hij⟩ := hex
      have hc : 1 - P = 0 := by
        ext k l
        -- tilting by `|j⟩⟨k|` must leave `P` unchanged
        have hQ : P + P * (ketBra j k : Matrix n n K) * (1 - P) = P :=
          h (tilt P (ketBra j k)) ((sameRange_iff_tilt hP _).mpr ⟨ketBra j k, rfl⟩)
        have hz : P * (ketBra j k : Matrix n n K) * (1 - P) = 0 :=
          add_left_cancel (a := P) (hQ.trans (add_zero P).symm)
        have he : P i j * (1 - P : Matrix n n K) k l = 0 :=
          (sandwich_ketBra P (1 - P) i j k l).symm.trans (congrFun (congrFun hz i) l)
        exact (mul_eq_zero.mp he).resolve_left hij
      exact (sub_eq_zero.mp hc).symm
  · rintro (rfl | rfl) Q ⟨h1, h2⟩
    · rw [← h1, zero_mul]
    · rw [← h2, mul_one]

end Matrices
```

This theorem is for finite matrices, involves no adjoint, and is phrased in the two relations rather than in column spaces. For \(1 \times 1\) matrices the idempotents are 0 and 1, so a counterexample needs size at least two.

**Q.** Show me one.

**A.** Rows and columns are numbered 0 and 1, as in `Fin 2`:
\[ P = \begin{pmatrix}1&0\\0&0\end{pmatrix}, \qquad Q = \begin{pmatrix}1&1\\0&0\end{pmatrix}. \]

```lean
/-- The real matrix with rows `(1, 0)` and `(0, 0)`. -/
def orthoP : Matrix (Fin 2) (Fin 2) ℝ := !![1, 0; 0, 0]

/-- The real matrix with rows `(1, 1)` and `(0, 0)`. -/
def obliqueQ : Matrix (Fin 2) (Fin 2) ℝ := !![1, 1; 0, 0]
```

For real matrices `star` is the transpose, the adjoint in an orthonormal basis. \(P\) is symmetric and idempotent; \(P_{00} = 1\) excludes zero and \(P_{11} = 0\) excludes the identity. The `fin_cases` calls run through the four entries.

```lean
/-- The matrix `orthoP` is self-adjoint, obeys both absorption relations with itself, and is
neither zero nor the identity. -/
theorem orthogonal_witness :
    IsSelfAdjoint orthoP ∧ SameRange orthoP orthoP ∧ orthoP ≠ 0 ∧ orthoP ≠ 1 := by
  have hP : orthoP * orthoP = orthoP := by
    ext i j
    fin_cases i <;> fin_cases j <;> simp [orthoP, Matrix.mul_apply, Fin.sum_univ_two]
  refine ⟨?_, ⟨hP, hP⟩, ?_, ?_⟩
  · show star orthoP = orthoP
    ext i j
    rw [Matrix.star_apply]
    fin_cases i <;> fin_cases j <;> simp [orthoP]
  · intro h
    have h00 := congrFun (congrFun h 0) 0
    simp [orthoP] at h00
  · intro h
    have h11 := congrFun (congrFun h 1) 1
    simp [orthoP] at h11
```

Multiplying by \(P\) on the left keeps row 0 and clears row 1, so \(PQ = Q\). Multiplying on the right keeps column 0 and clears column 1, so \(QP = P\). Both matrices are therefore idempotent, and they differ since \(P_{01} = 0\) and \(Q_{01} = 1\).

**Q.** And Lean compares \(Q_{01}\) with \(Q_{10}\) to see that \(Q\) is not self-adjoint?

**A.** It argues by contradiction instead: a self-adjoint \(Q\) would equal \(P\) by `eq_of_sameRange_of_isSelfAdjoint`, against `hne`.

```lean
/-- The matrices `orthoP` and `obliqueQ` are distinct idempotents with `PQ = Q` and `QP = P`;
the first is self-adjoint and the second is not. -/
theorem oblique_witness :
    orthoP * orthoP = orthoP ∧ obliqueQ * obliqueQ = obliqueQ ∧ SameRange orthoP obliqueQ ∧
      orthoP ≠ obliqueQ ∧ IsSelfAdjoint orthoP ∧ ¬ IsSelfAdjoint obliqueQ := by
  have h1 : orthoP * obliqueQ = obliqueQ := by
    ext i j
    fin_cases i <;> fin_cases j <;>
      simp [orthoP, obliqueQ, Matrix.mul_apply, Fin.sum_univ_two]
  have h2 : obliqueQ * orthoP = orthoP := by
    ext i j
    fin_cases i <;> fin_cases j <;>
      simp [orthoP, obliqueQ, Matrix.mul_apply, Fin.sum_univ_two]
  have hs : SameRange orthoP obliqueQ := ⟨h1, h2⟩
  have hne : orthoP ≠ obliqueQ := by
    intro h
    have h01 := congrFun (congrFun h 0) 1
    simp [orthoP, obliqueQ] at h01
  -- were `obliqueQ` self-adjoint, the two matrices would coincide
  exact ⟨(idempotent_of_sameRange hs).1, (idempotent_of_sameRange hs).2, hs, hne,
    orthogonal_witness.1,
    fun hQ => hne (eq_of_sameRange_of_isSelfAdjoint orthogonal_witness.1 hQ hs)⟩

end OrthogonalProjectorRange
```

```lean
#print axioms OrthogonalProjectorRange.eq_of_sameRange_of_isSelfAdjoint
#print axioms OrthogonalProjectorRange.sameRange_star_iff
#print axioms OrthogonalProjectorRange.orthogonal_projector_eq_of_range_eq
#print axioms OrthogonalProjectorRange.unique_sameRange_iff
```

```
'OrthogonalProjectorRange.eq_of_sameRange_of_isSelfAdjoint' does not depend on any axioms
'OrthogonalProjectorRange.sameRange_star_iff' does not depend on any axioms
'OrthogonalProjectorRange.orthogonal_projector_eq_of_range_eq' depends on axioms: [propext, Classical.choice, Quot.sound]
'OrthogonalProjectorRange.unique_sameRange_iff' depends on axioms: [propext, Classical.choice, Quot.sound]
```
